# Geometric bound on the truncation error of the multiple-scattering series for ‖tG‖ < 1, and divergence of the series on eigenvectors of tG with |μ| ≥ 1

A multiple-scattering calculation that sums its series term by term must decide where to stop. Let $u$ be the incident wave, $v$ the detected wave, $G$ the propagator between scatterers and $t$ their common scattering strength. Once a bound $\|tG\|\le r<1$ is known, it suffices to choose the number of terms $n$ so that $|t|\,\|u\|\,\|v\|\,r^n/(1-r)$ is below the tolerated amplitude error. The choice $n=1$ is the kinematic, or single-scattering, approximation.

The condition on $r$ says that each further scattering event reduces the norm of any wave to at most $r$ times its previous value. It is an input here, not derived from a scattering potential. The model describes identical scatterers that each scatter isotropically, with one scalar strength $t$ and a fixed propagator. Electron diffraction from real surfaces generally needs several partial waves per atom, so that $t$ becomes a matrix; that case is not treated here.

## Waves and amplitudes

Waves are vectors in a complex inner product space `E`, of finite or infinite dimension. For $N$ point scatterers, a wave is represented by its $N$ values at the scatterers, where the value at each scatterer leaves out the wave which that scatterer itself emits.

In Lean 4 with Mathlib:

```lean
import Mathlib

open Filter Topology Finset

namespace KinematicSeries

noncomputable section

variable {E : Type*} [NormedAddCommGroup E] [InnerProductSpace ℂ E]
```

The propagator is a bounded operator, `G : E →L[ℂ] E`. An $N\times N$ matrix is the case $E=\mathbb C^N$ with the Euclidean norm, and $\|tG\|$ is then the largest singular value of $tG$. The first $n$ terms of the series give
$$\psi_n=\sum_{k<n}(tG)^k u,\qquad \psi_0=0.$$

```lean
/-- The wave obtained from the first `n` terms of the multiple-scattering series,
the sum of `(tG)^k u` over `k < n`. -/
def partialWave (t : ℂ) (G : E →L[ℂ] E) (u : E) (n : ℕ) : E :=
  ∑ k ∈ range n, ((t • G) ^ k) u
```

The full wave is $\psi=(1-tG)^{-1}u$. `Ring.inverse` returns zero if the inverse does not exist, so the definition carries physical meaning only when it does.

```lean
/-- The exact multiply scattered wave `(1 - tG)⁻¹ u`, meaningful when `1 - tG` is invertible. -/
def exactWave (t : ℂ) (G : E →L[ℂ] E) (u : E) : E :=
  Ring.inverse (1 - t • G) u
```

The amplitude for scattering into the detected wave is $t\langle v,\psi\rangle$, with the inner product conjugate-linear in $v$. Away from the direct beam, a detector records an intensity proportional to the squared modulus of this amplitude.

```lean
/-- The scattering amplitude `t⟨v, ψ⟩` of a wave `ψ` into the detected wave `v`. -/
def amplitude (t : ℂ) (v ψ : E) : ℂ := t * inner ℂ v ψ
```

## The remainder as a scattered wave

Multiplying $\psi=(1-tG)^{-1}u$ by $1-tG$ gives the self-consistency equation
$$\psi=u+tG\psi,$$
and multiplying this equation by the inverse leads back. The two directions of the proof use the two cancellation laws of the inverse.

```lean
/-- When `1 - tG` is invertible, the exact wave is the only solution of the self-consistency
equation `ψ = u + tGψ`: incident wave plus waves scattered from `ψ` itself. -/
theorem eq_exactWave_iff {t : ℂ} {G : E →L[ℂ] E} (h : IsUnit (1 - t • G)) (u ψ : E) :
    ψ = exactWave t G u ↔ ψ = u + (t • G) ψ := by
  constructor
  · intro hψ
    have e : exactWave t G u - (t • G) (exactWave t G u) = u :=
      DFunLike.congr_fun (Ring.mul_inverse_cancel _ h) u
    rw [← hψ] at e
    exact sub_eq_iff_eq_add.mp e
  · intro hψ
    have e : Ring.inverse (1 - t • G) ((1 - t • G) ψ) = ψ :=
      DFunLike.congr_fun (Ring.inverse_mul_cancel _ h) ψ
    have f : (1 - t • G) ψ = u := by
      change ψ - (t • G) ψ = u
      exact sub_eq_of_eq_add hψ
    rw [f] at e
    exact e.symm
```

Any self-consistent $\psi$ satisfies
$$\psi-\psi_n=(tG)^n\psi.$$
For $n=0$ both sides are $\psi$. For the induction step, $tG\psi=\psi-u$ gives
$$(tG)^{n+1}\psi=(tG)^n\psi-(tG)^nu=\psi-\psi_n-(tG)^nu=\psi-\psi_{n+1}.$$

```lean
/-- For a self-consistent wave `ψ = u + tGψ`, the part missed by the first `n` terms
is exactly `(tG)^n ψ`. -/
theorem wave_remainder {t : ℂ} {G : E →L[ℂ] E} {u ψ : E}
    (hψ : ψ = u + (t • G) ψ) (n : ℕ) :
    ψ - partialWave t G u n = ((t • G) ^ n) ψ := by
  induction n with
  | zero => simp [partialWave]
  | succ n ih =>
    have e : ((t • G) ^ (n + 1)) ψ = ((t • G) ^ n) ((t • G) ψ) := by
      rw [pow_succ]; rfl
    have f : (t • G) ψ = ψ - u := eq_sub_of_add_eq' hψ.symm
    have s : partialWave t G u (n + 1) = partialWave t G u n + ((t • G) ^ n) u :=
      sum_range_succ _ _
    rw [e, f, map_sub, ← ih, s]
    abel
```

## The truncation bound

Repeated use of the operator norm gives $\|(tG)^n\psi\|\le r^n\|\psi\|$, which is `hpow`. Self-consistency gives $\|\psi\|\le\|u\|+r\|\psi\|$, hence $(1-r)\|\psi\|\le\|u\|$, which is `hb`. Together,
$$\|\psi-\psi_n\|\le\frac{\|u\|\,r^n}{1-r}.$$

```lean
/-- If `‖tG‖ ≤ r < 1`, the first `n` terms miss a self-consistent wave by at most
`‖u‖ r^n / (1 - r)` in norm. -/
theorem wave_truncation {t : ℂ} {G : E →L[ℂ] E} {u ψ : E} {r : ℝ}
    (hr : ‖t • G‖ ≤ r) (hr1 : r < 1) (hψ : ψ = u + (t • G) ψ) (n : ℕ) :
    ‖ψ - partialWave t G u n‖ ≤ ‖u‖ * r ^ n / (1 - r) := by
  have hr0 : 0 ≤ r := (norm_nonneg _).trans hr
  have step : ∀ x : E, ‖(t • G) x‖ ≤ r * ‖x‖ := fun x =>
    ((t • G).le_opNorm x).trans (mul_le_mul_of_nonneg_right hr (norm_nonneg x))
  -- each further scattering event multiplies the norm by at most r
  have hpow : ∀ m : ℕ, ‖((t • G) ^ m) ψ‖ ≤ r ^ m * ‖ψ‖ := by
    intro m
    induction m with
    | zero => simp
    | succ m ih =>
      have e : ((t • G) ^ (m + 1)) ψ = (t • G) (((t • G) ^ m) ψ) := by
        rw [pow_succ']; rfl
      rw [e]
      calc _ ≤ r * ‖((t • G) ^ m) ψ‖ := step _
        _ ≤ r * (r ^ m * ‖ψ‖) := mul_le_mul_of_nonneg_left ih hr0
        _ = r ^ (m + 1) * ‖ψ‖ := by ring
  -- self-consistency bounds the total wave
  have hn : ‖ψ‖ ≤ ‖u‖ + ‖(t • G) ψ‖ := by
    calc ‖ψ‖ = ‖u + (t • G) ψ‖ := congrArg norm hψ
      _ ≤ _ := norm_add_le _ _
  have hb : ‖ψ‖ * (1 - r) ≤ ‖u‖ := by linarith [step ψ]
  rw [wave_remainder hψ, le_div_iff₀ (sub_pos.mpr hr1)]
  calc _ ≤ r ^ n * ‖ψ‖ * (1 - r) :=
        mul_le_mul_of_nonneg_right (hpow n) (sub_pos.mpr hr1).le
    _ = r ^ n * (‖ψ‖ * (1 - r)) := by ring
    _ ≤ r ^ n * ‖u‖ := mul_le_mul_of_nonneg_left hb (pow_nonneg hr0 n)
    _ = ‖u‖ * r ^ n := by ring
```

If `E` is complete, as every finite-dimensional space is, $\|tG\|<1$ makes $1-tG$ invertible, so the exact wave exists. The Cauchy–Schwarz inequality then carries the bound to the amplitude:
$$|t\langle v,\psi-\psi_n\rangle|\le|t|\,\|v\|\,\|\psi-\psi_n\|\le\frac{|t|\,\|u\|\,\|v\|\,r^n}{1-r}.$$
The theorem states both the invertibility and the bound, for every $n\ge0$.

```lean
/-- If `E` is complete and `‖tG‖ ≤ r < 1`, then `1 - tG` is invertible and the amplitude from the
first `n` terms differs from the exact one by at most `|t| ‖u‖ ‖v‖ r^n / (1 - r)`. -/
theorem amplitude_truncation [CompleteSpace E] {t : ℂ} {G : E →L[ℂ] E} {r : ℝ}
    (hr : ‖t • G‖ ≤ r) (hr1 : r < 1) (u v : E) (n : ℕ) :
    IsUnit (1 - t • G) ∧
      ‖amplitude t v (exactWave t G u) - amplitude t v (partialWave t G u n)‖
        ≤ ‖t‖ * ‖u‖ * ‖v‖ * r ^ n / (1 - r) := by
  have hU : IsUnit (1 - t • G) := isUnit_one_sub_of_norm_lt_one (hr.trans_lt hr1)
  refine ⟨hU, ?_⟩
  have hw := wave_truncation hr hr1 ((eq_exactWave_iff hU u _).mp rfl) n
  unfold amplitude
  rw [← mul_sub, ← inner_sub_right, norm_mul]
  calc _ ≤ ‖t‖ * (‖v‖ * ‖exactWave t G u - partialWave t G u n‖) :=
        mul_le_mul_of_nonneg_left (norm_inner_le_norm _ _) (norm_nonneg t)
    _ ≤ ‖t‖ * (‖v‖ * (‖u‖ * r ^ n / (1 - r))) := by gcongr
    _ = _ := by ring
```

The bound is attained. If $tGu=ru$ and $v=u$, then $\psi=u/(1-r)$ solves the self-consistency equation, and the remainder is $(tG)^n\psi=r^nu/(1-r)$. Its amplitude has modulus $|t|\,\|u\|^2r^n/(1-r)$. In the code `c` stands for $1/(1-r)$.

```lean
/-- The truncation bound is attained: if `E` is complete, `‖tG‖ ≤ r < 1`, `tGu = ru` and the
detected wave is `u` itself, the error equals `|t| ‖u‖ ‖u‖ r^n / (1 - r)` for every `n`. -/
theorem amplitude_truncation_sharp [CompleteSpace E] {t : ℂ} {G : E →L[ℂ] E} {r : ℝ}
    (hr : ‖t • G‖ ≤ r) (hr1 : r < 1) {u : E} (hu : (t • G) u = (r : ℂ) • u) (n : ℕ) :
    ‖amplitude t u (exactWave t G u) - amplitude t u (partialWave t G u n)‖
      = ‖t‖ * ‖u‖ * ‖u‖ * r ^ n / (1 - r) := by
  have hr0 : 0 ≤ r := (norm_nonneg _).trans hr
  have hU := (amplitude_truncation hr hr1 u u n).1
  obtain ⟨c, hc⟩ : ∃ c : ℝ, c = (1 - r)⁻¹ := ⟨_, rfl⟩
  have hc0 : 0 ≤ c := by rw [hc]; exact inv_nonneg.mpr (sub_pos.mpr hr1).le
  have hc1 : c * (1 - r) = 1 := by rw [hc]; exact inv_mul_cancel₀ (sub_pos.mpr hr1).ne'
  have hcC : (c : ℂ) * (1 - (r : ℂ)) = 1 := by exact_mod_cast hc1
  -- the exact wave is u / (1 - r)
  have hψ : (c : ℂ) • u = exactWave t G u := by
    rw [eq_exactWave_iff hU, map_smul, hu]
    calc (c : ℂ) • u = ((c : ℂ) * (1 - (r : ℂ))) • u + (c : ℂ) • (r : ℂ) • u := by module
      _ = _ := by rw [hcC, one_smul]
  have hpow : ∀ m : ℕ, ((t • G) ^ m) u = ((r : ℂ) ^ m) • u := by
    intro m
    induction m with
    | zero => simp
    | succ m ih =>
      have e : ((t • G) ^ (m + 1)) u = (t • G) (((t • G) ^ m) u) := by
        rw [pow_succ']; rfl
      rw [e, ih, map_smul, hu, smul_smul, pow_succ]
  have hi : ‖inner ℂ u u‖ = ‖u‖ * ‖u‖ := by
    rw [inner_self_eq_norm_sq_to_K, norm_pow, RCLike.norm_ofReal, abs_norm, sq]
  unfold amplitude
  rw [← mul_sub, ← inner_sub_right, wave_remainder ((eq_exactWave_iff hU u _).mp rfl),
    ← hψ, map_smul, hpow, inner_smul_right, inner_smul_right, norm_mul, norm_mul, norm_mul,
    norm_pow, Complex.norm_real, Complex.norm_real, Real.norm_of_nonneg hc0,
    Real.norm_of_nonneg hr0, hi, hc]
  ring
```

## Divergence on an eigenvector

Now let $tGu=\mu u$ with $|\mu|\ge1$. Then $(tG)^nu=\mu^nu$, and successive amplitudes differ by
$$t\langle v,\psi_{n+1}\rangle-t\langle v,\psi_n\rangle=\mu^n\,t\langle v,u\rangle,$$
whose modulus is at least $|t\langle v,u\rangle|$. If the amplitudes converge, these differences tend to zero, so $t\langle v,u\rangle=0$. If $t=0$, the eigenvalue equation reads $\mu u=0$ and forces $u=0$; in either case $\langle v,u\rangle=0$. Conversely, if $\langle v,u\rangle=0$, every partial amplitude vanishes. A detector orthogonal to $u$ therefore sees no sign of the divergence.

```lean
/-- If `tGu = μu` with `|μ| ≥ 1`, the series of amplitudes into `v` for the incident wave `u`
converges exactly when the detected wave `v` is orthogonal to `u`. -/
theorem amplitude_converges_iff {t μ : ℂ} {G : E →L[ℂ] E} {u : E}
    (hu : (t • G) u = μ • u) (hμ : 1 ≤ ‖μ‖) (v : E) :
    (∃ a, Tendsto (fun n => amplitude t v (partialWave t G u n)) atTop (𝓝 a))
      ↔ inner ℂ v u = 0 := by
  have hpow : ∀ m : ℕ, ((t • G) ^ m) u = (μ ^ m) • u := by
    intro m
    induction m with
    | zero => simp
    | succ m ih =>
      have e : ((t • G) ^ (m + 1)) u = (t • G) (((t • G) ^ m) u) := by
        rw [pow_succ']; rfl
      rw [e, ih, map_smul, hu, smul_smul, pow_succ]
  constructor
  · rintro ⟨a, ha⟩
    -- successive amplitudes must approach each other
    have hd := ((ha.comp (tendsto_add_atTop_nat 1)).sub ha).norm
    rw [sub_self, norm_zero] at hd
    have hle : ‖t * inner ℂ v u‖ ≤ 0 := by
      refine ge_of_tendsto' hd fun n => ?_
      have e : amplitude t v (partialWave t G u (n + 1)) - amplitude t v (partialWave t G u n)
          = μ ^ n * (t * inner ℂ v u) := by
        unfold amplitude partialWave
        rw [sum_range_succ, inner_add_right, hpow, inner_smul_right]
        ring
      change _ ≤ ‖amplitude t v (partialWave t G u (n + 1))
        - amplitude t v (partialWave t G u n)‖
      rw [e, norm_mul (μ ^ n), norm_pow]
      exact le_mul_of_one_le_left (norm_nonneg _) (one_le_pow₀ hμ)
    rcases mul_eq_zero.mp (norm_le_zero_iff.mp hle) with ht | hv
    · -- without scattering, the eigenvalue equation forces u = 0
      have hμ0 : μ ≠ 0 := norm_pos_iff.mp (one_pos.trans_le hμ)
      rw [ht, zero_smul] at hu
      have h0 : μ • u = 0 := hu.symm
      rw [(smul_eq_zero.mp h0).resolve_left hμ0, inner_zero_right]
    · exact hv
  · intro hv
    refine ⟨0, ?_⟩
    have e : ∀ n, amplitude t v (partialWave t G u n) = 0 := by
      intro n
      unfold amplitude partialWave
      rw [inner_sum, sum_eq_zero, mul_zero]
      intro k _
      rw [hpow, inner_smul_right, hv, mul_zero]
    simp only [e]
    exact tendsto_const_nhds
```

For $u\ne0$, suppose the waves $\psi_n$ converged in norm. By continuity of the inner product their amplitudes with $v=u$ would converge too, and the previous theorem would give $\langle u,u\rangle=0$, a contradiction.

```lean
/-- If a nonzero incident wave `u` satisfies `tGu = μu` with `|μ| ≥ 1`, the series of
multiply scattered waves `(tG)^k u` diverges. -/
theorem wave_series_diverges {t μ : ℂ} {G : E →L[ℂ] E} {u : E} (hu0 : u ≠ 0)
    (hu : (t • G) u = μ • u) (hμ : 1 ≤ ‖μ‖) :
    ¬ ∃ ψ, Tendsto (partialWave t G u) atTop (𝓝 ψ) := by
  rintro ⟨ψ, hψ⟩
  -- a convergent wave would give a convergent amplitude in the direction u
  have ha : Tendsto (fun n => amplitude t u (partialWave t G u n)) atTop
      (𝓝 (amplitude t u ψ)) :=
    (tendsto_const_nhds.inner hψ).const_mul t
  exact hu0 (inner_self_eq_zero.mp ((amplitude_converges_iff hu hμ u).mp ⟨_, ha⟩))

end

end KinematicSeries
```

```lean
#print axioms KinematicSeries.amplitude_truncation_sharp
-- 'KinematicSeries.amplitude_truncation_sharp' depends on axioms: [propext, Classical.choice, Quot.sound]
#print axioms KinematicSeries.wave_series_diverges
-- 'KinematicSeries.wave_series_diverges' depends on axioms: [propext, Classical.choice, Quot.sound]
```

## Eigenvectors with any μ ≠ 1

The remainder identity also gives a neighbouring result, which is derived here by hand only. If $tGu=\mu u$ with $\mu\ne1$, then $\psi=u/(1-\mu)$ is self-consistent, and
$$\psi-\psi_n=\frac{\mu^n}{1-\mu}\,u.$$
For $|\mu|<1$ the series for this $u$ converges even if $\|tG\|\ge1$. For $|\mu|\ge1$ and $u\neq0$ it diverges although a self-consistent wave exists, so a diverging series does not by itself mean that the scattering equation has no solution.
